# Leaving the aufbau projector costs at least half the gap times the squared density-matrix distance

Fill the lowest orbitals of a fixed Fock matrix $F$, with a gap above them, and every other density matrix with the same number of electrons has a higher orbital energy, by at least half the gap times its squared distance from the aufbau one. For diagonal $F$, with entries $e_i\le u$ on the occupied set and $e_i\ge u+g$ elsewhere, I mean

$$\mathrm{tr}(FQ)-\mathrm{tr}(FP)\;\ge\;\frac g2\,\|Q-P\|_F^2 ,$$

where $P$ is the occupied projector and $Q$ any real symmetric idempotent with $\mathrm{tr}\,Q=\mathrm{tr}\,P$. I would like to see this proved rigorously and checked by machine. Does it also say something about the oscillations of plain Roothaan iteration?

## The inequality, and its consequence for Roothaan steps

The inequality holds, for $g$ of either sign and in any orthonormal orbital basis. If $g>0$ is a gap common to all steps of a Roothaan iteration whose mean field is linear and symmetric, density matrices two steps apart approach each other. Successive ones need not.

Write $N=\mathrm{tr}\,P$, $q_i=Q_{ii}$, and $p_i=1$ on occupied orbitals, $0$ on empty ones. Since $Q$ is symmetric and idempotent,

$$q_i=\sum_j Q_{ij}^2\ge q_i^2,\qquad\text{so}\qquad 0\le q_i\le 1 .$$

For occupied $i$, $q_i-1\le0$ gives $e_i(q_i-1)\ge u(q_i-1)$. For empty $i$, $q_i\ge0$ gives $e_iq_i\ge(u+g)q_i$. Both cases read

$$e_i(q_i-p_i)\ge u(q_i-p_i)+g(q_i-p_iq_i).$$

On summing, the $u$ term vanishes because the traces agree:

$$\mathrm{tr}(FQ)-\mathrm{tr}(FP)\ge g\,(N-\mathrm{tr}(PQ)).$$

Idempotency also gives $\|Q-P\|_F^2=\mathrm{tr}\,Q+\mathrm{tr}\,P-2\,\mathrm{tr}(PQ)=2(N-\mathrm{tr}(PQ))$, which is the claim. If all occupied levels equal $u$ and all empty ones $u+g$, each estimate is an equality. For a general $F=U\,\mathrm{diag}(e)\,U^T$ with $U$ orthogonal, apply the result to $U^TQU$; traces and distances are unchanged.

Now let the Fock matrix be $h+G(D)$, with $h$ the one-electron part and $G$ linear with $\mathrm{tr}(G(X)Y)=\mathrm{tr}(G(Y)X)$. Define

$$E(A,B)=\mathrm{tr}(hA)+\mathrm{tr}(hB)+\mathrm{tr}(G(A)B).$$

Let $A$ be a density matrix of trace $N$, and $C$ an aufbau projector of $h+G(B)$ with the same trace and gap $g$. Then

$$E(A,B)-E(B,C)=\mathrm{tr}\big((h+G(B))A\big)-\mathrm{tr}\big((h+G(B))C\big)\ge\frac g2\|A-C\|_F^2 .$$

With $A=D_k$, $B=D_{k+1}$, $C=D_{k+2}$, the pair energy never rises. It is bounded below, because density matrices have entries in $[-1,1]$ and $E$ is continuous. Hence it converges, its decrements tend to zero, and so does $\|D_k-D_{k+2}\|_F^2$.

```lean
import Mathlib

open Matrix Filter Topology

namespace RoothaanTwoCycles

noncomputable section

variable {n : Type*} [Fintype n] [DecidableEq n]

/-- The squared Frobenius norm: the sum of the squares of all entries. -/
def frobSq (A : Matrix n n ℝ) : ℝ := ∑ i, ∑ j, A i j ^ 2

/-- A density matrix of `N` occupied orbitals: a real symmetric idempotent of trace `N`. -/
structure IsDensity (N : ℕ) (D : Matrix n n ℝ) : Prop where
  symm : Dᵀ = D
  idem : D * D = D
  tr : trace D = N

/-- The projector onto the basis orbitals in the set `occ`. -/
def occProj (occ : Finset n) : Matrix n n ℝ :=
  diagonal fun i => if i ∈ occ then 1 else 0

/-- `P` fills `N` orthonormal eigenvectors of `F` with energies at most some `u`, while the
other eigenvectors have energies at least `u + g`. -/
def IsAufbau (N : ℕ) (g : ℝ) (F P : Matrix n n ℝ) : Prop :=
  ∃ (U : Matrix n n ℝ) (e : n → ℝ) (occ : Finset n) (u : ℝ),
    Uᵀ * U = 1 ∧ occ.card = N ∧ (∀ i ∈ occ, e i ≤ u) ∧ (∀ i, i ∉ occ → u + g ≤ e i) ∧
    F = U * diagonal e * Uᵀ ∧ P = U * occProj occ * Uᵀ

/-- Roothaan iteration: each new density matrix is an aufbau projector, with gap `g`, of the
Fock matrix `h + G (D k)` built from the previous one. -/
structure IsRoothaan (N : ℕ) (g : ℝ) (h : Matrix n n ℝ)
    (G : Matrix n n ℝ →ₗ[ℝ] Matrix n n ℝ) (D : ℕ → Matrix n n ℝ) : Prop where
  start : IsDensity N (D 0)
  step : ∀ k, IsAufbau N g (h + G (D k)) (D (k + 1))

/-- The energy of a pair of density matrices, with one-electron part `h` and mean field `G`. -/
def pairEnergy (h : Matrix n n ℝ) (G : Matrix n n ℝ →ₗ[ℝ] Matrix n n ℝ)
    (A B : Matrix n n ℝ) : ℝ :=
  trace (h * A) + trace (h * B) + trace (G A * B)

omit [DecidableEq n] in
/-- Orbital populations of a density matrix lie between 0 and 1, and each population bounds
the squares of the entries in its row. -/
theorem IsDensity.population_bounds {N : ℕ} {Q : Matrix n n ℝ} (hQ : IsDensity N Q) (i : n) :
    0 ≤ Q i i ∧ Q i i ≤ 1 ∧ ∀ j, Q i j ^ 2 ≤ Q i i := by
  -- idempotency and symmetry: a population is the squared length of its row
  have hrow : Q i i = ∑ j, Q i j ^ 2 := by
    have h := congrFun (congrFun hQ.idem i) i
    rw [Matrix.mul_apply] at h
    refine h.symm.trans (Finset.sum_congr rfl fun j _ => ?_)
    have hs : Q j i = Q i j := congrFun (congrFun hQ.symm i) j
    rw [hs, sq]
  have hle : ∀ j, Q i j ^ 2 ≤ Q i i := fun j => by
    have h := Finset.single_le_sum (f := fun j => Q i j ^ 2)
      (fun j _ => sq_nonneg (Q i j)) (Finset.mem_univ j)
    exact h.trans hrow.symm.le
  have h := hle i
  exact ⟨(sq_nonneg _).trans h, by nlinarith, hle⟩

/-- An orthogonal change of orbitals turns a density matrix into a density matrix. -/
theorem IsDensity.rotate {N : ℕ} {D V : Matrix n n ℝ} (hD : IsDensity N D)
    (hV : Vᵀ * V = 1) : IsDensity N (V * D * Vᵀ) where
  symm := by
    rw [transpose_mul, transpose_mul, transpose_transpose, hD.symm, Matrix.mul_assoc]
  idem := by
    calc V * D * Vᵀ * (V * D * Vᵀ) = V * (D * (Vᵀ * V) * D) * Vᵀ := by
          simp only [Matrix.mul_assoc]
      _ = V * D * Vᵀ := by rw [hV, Matrix.mul_one, hD.idem]
  tr := by
    rw [trace_mul_comm, ← Matrix.mul_assoc, hV, Matrix.one_mul, hD.tr]

omit [DecidableEq n] in
/-- The squared distance of two density matrices of the same trace `N` is `2 N` minus twice their
overlap `tr (P Q)`. -/
theorem frobSq_sub {N : ℕ} {Q P : Matrix n n ℝ} (hQ : IsDensity N Q) (hP : IsDensity N P) :
    frobSq (Q - P) = 2 * N - 2 * trace (P * Q) := by
  have h : ∀ A : Matrix n n ℝ, frobSq A = trace (A * Aᵀ) := fun A => by
    simp [frobSq, Matrix.trace, Matrix.mul_apply, sq]
  rw [h, transpose_sub, hQ.symm, hP.symm, Matrix.sub_mul, Matrix.mul_sub, Matrix.mul_sub,
    hQ.idem, hP.idem]
  simp only [trace_sub]
  rw [trace_mul_comm Q P, hQ.tr, hP.tr]
  ring

/-- The projector onto a set of basis orbitals is a density matrix. -/
theorem occProj_density (occ : Finset n) : IsDensity occ.card (occProj occ) where
  symm := by simp [occProj]
  idem := by
    rw [occProj, diagonal_mul_diagonal]
    congr 1
    funext i
    by_cases h : i ∈ occ <;> simp [h]
  tr := by simp [occProj, trace_diagonal]

/-- For a diagonal `F`, replacing the occupied projector by a density matrix `Q` of the same trace
costs at least half the gap times the squared distance. -/
theorem aufbau_gap_diagonal {e : n → ℝ} {occ : Finset n} {u g : ℝ}
    (hocc : ∀ i ∈ occ, e i ≤ u) (hvirt : ∀ i, i ∉ occ → u + g ≤ e i)
    {Q : Matrix n n ℝ} (hQ : IsDensity occ.card Q) :
    g / 2 * frobSq (Q - occProj occ) ≤
      trace (diagonal e * Q) - trace (diagonal e * occProj occ) := by
  have ht : ∀ A : Matrix n n ℝ, trace (diagonal e * A) = ∑ i, e i * A i i := fun A => by
    simp [Matrix.trace, Matrix.diagonal_mul]
  have hPQ : trace (occProj occ * Q) = ∑ i, occProj occ i i * Q i i := by
    simp [occProj, Matrix.trace, Matrix.diagonal_mul]
  -- the estimate holds orbital by orbital
  have hterm : ∀ i, u * (Q i i - occProj occ i i) + g * (Q i i - occProj occ i i * Q i i) ≤
      e i * Q i i - e i * occProj occ i i := by
    intro i
    obtain ⟨h0, h1, -⟩ := hQ.population_bounds i
    by_cases h : i ∈ occ
    · have hp : occProj occ i i = 1 := by simp [occProj, h]
      rw [hp]
      nlinarith [mul_nonneg (sub_nonneg.2 (hocc i h)) (sub_nonneg.2 h1)]
    · have hp : occProj occ i i = 0 := by simp [occProj, h]
      rw [hp]
      nlinarith [mul_nonneg (sub_nonneg.2 (hvirt i h)) h0]
  have hs := Finset.sum_le_sum (fun i (_ : i ∈ Finset.univ) => hterm i)
  have hsQ : ∑ i, Q i i = (occ.card : ℝ) := hQ.tr
  have hsP : ∑ i, occProj occ i i = (occ.card : ℝ) := (occProj_density occ).tr
  simp only [Finset.sum_add_distrib, Finset.sum_sub_distrib, ← Finset.mul_sum] at hs
  rw [hsQ, hsP] at hs
  rw [frobSq_sub hQ (occProj_density occ), hPQ, ht, ht]
  linarith

/-- If all occupied levels equal `u` and all others equal `u + g`, the gap inequality is an equality
for every density matrix of the same trace. -/
theorem aufbau_gap_sharp {e : n → ℝ} {occ : Finset n} {u g : ℝ}
    (hocc : ∀ i ∈ occ, e i = u) (hvirt : ∀ i, i ∉ occ → e i = u + g)
    {Q : Matrix n n ℝ} (hQ : IsDensity occ.card Q) :
    trace (diagonal e * Q) - trace (diagonal e * occProj occ) =
      g / 2 * frobSq (Q - occProj occ) := by
  have h1 := aufbau_gap_diagonal (fun i hi => (hocc i hi).le) (fun i hi => (hvirt i hi).ge) hQ
  -- the reverse bound is the same inequality for the inverted spectrum
  have h2 := aufbau_gap_diagonal (e := -e) (u := -u) (g := -g)
    (fun i hi => by rw [Pi.neg_apply, hocc i hi])
    (fun i hi => by rw [Pi.neg_apply, hvirt i hi]; linarith) hQ
  have hneg : diagonal (-e) = -diagonal e := by
    ext i j
    by_cases hij : i = j <;> simp [hij]
  rw [hneg, Matrix.neg_mul, Matrix.neg_mul, trace_neg, trace_neg] at h2
  linarith

/-- The gap inequality in any orthonormal orbital basis: an aufbau projector `P` of `F` lies below
every density matrix `Q` of the same trace by at least half the gap times the squared distance. -/
theorem aufbau_gap {N : ℕ} {g : ℝ} {F P Q : Matrix n n ℝ} (hP : IsAufbau N g F P)
    (hQ : IsDensity N Q) : g / 2 * frobSq (Q - P) ≤ trace (F * Q) - trace (F * P) := by
  obtain ⟨U, e, occ, u, hU, rfl, hocc, hvirt, rfl, rfl⟩ := hP
  have hU' : U * Uᵀ = 1 := mul_eq_one_comm.1 hU
  -- express `Q` in the eigenbasis of `F`
  have hR := hQ.rotate (V := Uᵀ) (by rw [transpose_transpose]; exact hU')
  rw [transpose_transpose] at hR
  have key : ∀ A B : Matrix n n ℝ, trace (U * A * Uᵀ * B) = trace (A * (Uᵀ * B * U)) := by
    intro A B
    rw [show U * A * Uᵀ * B = U * (A * (Uᵀ * B)) by simp only [Matrix.mul_assoc],
      trace_mul_comm]
    simp only [Matrix.mul_assoc]
  have hback : Uᵀ * (U * occProj occ * Uᵀ) * U = occProj occ := by
    calc Uᵀ * (U * occProj occ * Uᵀ) * U = (Uᵀ * U) * occProj occ * (Uᵀ * U) := by
          simp only [Matrix.mul_assoc]
      _ = occProj occ := by rw [hU, Matrix.one_mul, Matrix.mul_one]
  have h := aufbau_gap_diagonal hocc hvirt hR
  rw [frobSq_sub hR (occProj_density occ)] at h
  rw [frobSq_sub hQ ((occProj_density occ).rotate hU), key, key, key, hback]
  exact h

/-- Let the mean field `G` be symmetric under the trace, and `A` a density matrix with the trace of
`C`. If `C` is an aufbau projector of the Fock matrix of `B`, passing from the pair `(A, B)` to `(B,
C)` lowers the pair energy by at least half the gap times the squared distance of `A` and `C`. -/
theorem pairEnergy_descent {N : ℕ} {g : ℝ} {h A B C : Matrix n n ℝ}
    {G : Matrix n n ℝ →ₗ[ℝ] Matrix n n ℝ}
    (hG : ∀ X Y, trace (G X * Y) = trace (G Y * X))
    (hA : IsDensity N A) (hC : IsAufbau N g (h + G B) C) :
    pairEnergy h G B C + g / 2 * frobSq (A - C) ≤ pairEnergy h G A B := by
  have hgap := aufbau_gap hC hA
  simp only [Matrix.add_mul, trace_add] at hgap
  unfold pairEnergy
  rw [hG A B]
  linarith

/-- With a uniform positive gap and a mean field symmetric under the trace, the squared distance
between Roothaan iterates two steps apart tends to zero. -/
theorem roothaan_two_step_tendsto {N : ℕ} {g : ℝ} (hg : 0 < g) {h : Matrix n n ℝ}
    {G : Matrix n n ℝ →ₗ[ℝ] Matrix n n ℝ} {D : ℕ → Matrix n n ℝ}
    (hG : ∀ X Y, trace (G X * Y) = trace (G Y * X)) (hD : IsRoothaan N g h G D) :
    Tendsto (fun k => frobSq (D k - D (k + 2))) atTop (𝓝 0) := by
  have hd : ∀ k, IsDensity N (D k) := by
    intro k
    cases k with
    | zero => exact hD.start
    | succ k =>
      obtain ⟨U, e, occ, u, hU, hN, -, -, -, hP⟩ := hD.step k
      rw [hP, ← hN]
      exact (occProj_density occ).rotate hU
  obtain ⟨a, ha⟩ : ∃ a : ℕ → ℝ, ∀ k, a k = pairEnergy h G (D k) (D (k + 1)) :=
    ⟨_, fun _ => rfl⟩
  have hstep : ∀ k, a (k + 1) + g / 2 * frobSq (D k - D (k + 2)) ≤ a k := by
    intro k
    rw [ha (k + 1), ha k]
    exact pairEnergy_descent hG (hd k) (hD.step (k + 1))
  have hnn : ∀ k, 0 ≤ frobSq (D k - D (k + 2)) := fun k => by
    unfold frobSq
    positivity
  have hanti : Antitone a := antitone_nat_of_succ_le fun k => by
    nlinarith [hstep k, mul_nonneg hg.le (hnn k)]
  -- density matrices lie in a compact cube, so the pair energy is bounded below
  let K : Set (Matrix n n ℝ) :=
    Set.pi Set.univ fun _ => Set.pi Set.univ fun _ => Set.Icc (-1) 1
  have hK : IsCompact K := isCompact_univ_pi fun _ => isCompact_univ_pi fun _ => isCompact_Icc
  have hmem : ∀ k, D k ∈ K := by
    intro k i _ j _
    obtain ⟨-, h1, h2⟩ := (hd k).population_bounds i
    have h3 := (h2 j).trans h1
    exact ⟨by nlinarith, by nlinarith⟩
  have hGc : Continuous G := G.continuous_of_finiteDimensional
  have hcont : Continuous fun p : Matrix n n ℝ × Matrix n n ℝ => pairEnergy h G p.1 p.2 := by
    unfold pairEnergy
    exact ((continuous_const.matrix_mul continuous_fst).matrix_trace.add
      (continuous_const.matrix_mul continuous_snd).matrix_trace).add
      ((hGc.comp continuous_fst).matrix_mul continuous_snd).matrix_trace
  obtain ⟨m, hm⟩ := (hK.prod hK).bddBelow_image hcont.continuousOn
  have hbdd : BddBelow (Set.range a) := by
    refine ⟨m, ?_⟩
    rintro _ ⟨k, rfl⟩
    rw [ha]
    exact hm ⟨(D k, D (k + 1)), ⟨hmem k, hmem (k + 1)⟩, rfl⟩
  -- the energies converge, so their decrements vanish
  have hlim := tendsto_atTop_ciInf hanti hbdd
  have hdiff := (hlim.sub (hlim.comp (tendsto_add_atTop_nat 1))).const_mul (2 / g)
  rw [sub_self, mul_zero] at hdiff
  have hle : ∀ k, frobSq (D k - D (k + 2)) ≤ 2 / g * (a k - a (k + 1)) := by
    intro k
    rw [div_mul_eq_mul_div, le_div_iff₀ hg]
    linarith [hstep k]
  exact squeeze_zero hnn hle hdiff

/-- The sequence that puts one occupied orbital alternately on the first and second site. -/
def alternating (k : ℕ) : Matrix (Fin 2) (Fin 2) ℝ :=
  if Even k then occProj {0} else occProj {1}

/-- With `h = 0` and mean field `G D = D`, which is symmetric under the trace, the alternating
sequence is a Roothaan iteration with gap 1, and its successive members stay at squared distance 2.
-/
theorem roothaan_two_cycle_witness :
    IsRoothaan 1 1 0 LinearMap.id alternating ∧
    (∀ X Y : Matrix (Fin 2) (Fin 2) ℝ,
      trace ((LinearMap.id : Matrix (Fin 2) (Fin 2) ℝ →ₗ[ℝ] _) X * Y) =
        trace ((LinearMap.id : Matrix (Fin 2) (Fin 2) ℝ →ₗ[ℝ] _) Y * X)) ∧
    ∀ k, frobSq (alternating k - alternating (k + 1)) = 2 := by
  refine ⟨⟨?_, fun k => ?_⟩, fun X Y => trace_mul_comm X Y, fun k => ?_⟩
  · simpa [alternating] using occProj_density ({0} : Finset (Fin 2))
  · by_cases hk : Even k
    · refine ⟨1, ![1, 0], {1}, 0, by simp, by simp, ?_, ?_, ?_, ?_⟩
      · intro i; fin_cases i <;> simp
      · intro i; fin_cases i <;> simp
      · ext i j
        fin_cases i <;> fin_cases j <;> simp [alternating, hk, occProj]
      · simp [alternating, hk, Nat.even_add_one]
    · refine ⟨1, ![0, 1], {0}, 0, by simp, by simp, ?_, ?_, ?_, ?_⟩
      · intro i; fin_cases i <;> simp
      · intro i; fin_cases i <;> simp
      · ext i j
        fin_cases i <;> fin_cases j <;> simp [alternating, hk, occProj]
      · simp [alternating, hk, Nat.even_add_one]
  · by_cases hk : Even k <;>
      norm_num [alternating, hk, Nat.even_add_one, frobSq, occProj, Fin.sum_univ_two,
        Matrix.sub_apply, Matrix.diagonal_apply]

end

end RoothaanTwoCycles
```

```lean
#print axioms RoothaanTwoCycles.aufbau_gap_sharp
-- 'RoothaanTwoCycles.aufbau_gap_sharp' depends on axioms: [propext, Classical.choice, Quot.sound]
#print axioms RoothaanTwoCycles.aufbau_gap
-- 'RoothaanTwoCycles.aufbau_gap' depends on axioms: [propext, Classical.choice, Quot.sound]
#print axioms RoothaanTwoCycles.roothaan_two_step_tendsto
-- 'RoothaanTwoCycles.roothaan_two_step_tendsto' depends on axioms: [propext, Classical.choice, Quot.sound]
```

## How the Lean statements describe the physics

The finite type `n` labels an orthonormal real basis. `IsDensity N D` says that `D` is a symmetric idempotent of trace `N`, so its eigenvalues are 0 or 1 and each occupied orbital counts once; the diagonal entries, the populations of the basis orbitals, can be fractional. `frobSq` is the squared Frobenius norm, without a root.

`aufbau_gap_diagonal` is the inequality you asked about: `diagonal e` is $F$, `occProj occ` is $P$, and `occ.card` is the common trace. `aufbau_gap_sharp` gives equality for two flat shells, and `aufbau_gap` covers any orthonormal eigenbasis through `IsAufbau`. When there are both occupied and empty levels, the `g` in that definition is at most the HOMO–LUMO gap. For `g ≥ 0` the filled orbitals are lowest ones; a negative `g` also admits other fillings.

`IsRoothaan` starts from a density matrix and requires every later one to be an aufbau projector of the preceding Fock matrix, always with the same `g`. For `g > 0` this means that the frontier levels stay separated by at least `g` throughout the iteration; it is assumed, not derived from `h` and `G`. The hypothesis `hG` expresses the reciprocity of the mean-field interaction: the field of $X$ acts on $Y$ as the field of $Y$ acts on $X$.

`roothaan_two_step_tendsto` concludes that `frobSq (D k - D (k + 2))` tends to 0. It asserts neither self-consistency nor a limit for the even or odd iterates. `roothaan_two_cycle_witness` shows why self-consistency can fail: with `h = 0` and $G(D)=D$ on two sites, the occupied site is raised to energy 1 and the empty one stays at 0, so the iteration moves the occupied orbital back and forth forever. The mean field is a toy, but closed-shell Hartree–Fock can show the same cycle: for two electrons on two sites, with on-site repulsion 1 and no hopping, the Fock matrix along this sequence is also $D_k$. For a single electron, by contrast, exchange would cancel the repulsion. The gap is 1, and successive densities remain at squared distance 2.

## How the proof follows the derivation

`population_bounds` reads the diagonal entry of $Q^2=Q$ as a sum of squares, and `frobSq_sub` turns distance into overlap. In `aufbau_gap_diagonal`, `hterm` is the orbital estimate, with one case for occupied and one for empty orbitals; `Finset.sum_le_sum` adds the estimates and `linarith` combines them with the trace identities.

For equality, `aufbau_gap_sharp` applies the same inequality to the negated spectrum, with gap `-g`, and obtains the reverse bound. This is where a negative gap parameter is useful. `aufbau_gap` rotates `Q` with `IsDensity.rotate` and moves the orthogonal matrices around the trace in `key`.

`pairEnergy_descent` uses `hG` once to exchange `A` and `B`. The limit theorem then shows that the energies are antitone, takes a lower bound from the compact cube `K`, and ends with `squeeze_zero`, which traps the squared distance between 0 and $2/g$ times the energy decrement.

## Without symmetry the bound fails

Take $F=\mathrm{diag}(0,1)$, $P=\mathrm{diag}(1,0)$, $g=1$ and

$$Q=\begin{pmatrix}1&a\\0&0\end{pmatrix},\qquad a\ne0 .$$

This $Q$ is idempotent with trace 1, but not symmetric. The energy difference is $0$, while the right-hand side is $a^2/2>0$.

## The step in an SCF code

In an orthonormal basis, an unmixed closed-shell Hartree–Fock cycle builds $F=h+G(D_k)$, diagonalises it, and forms $D_{k+1}=C_{\rm occ}C_{\rm occ}^T$ from the $N$ lowest eigenvectors, the columns of $C_{\rm occ}$. Here $N$ counts doubly occupied orbitals, so it is half the number of electrons. That is the `step` field of `IsRoothaan`, provided the gap condition holds. Kohn–Sham exchange-correlation potentials are in general not linear in the density matrix, so the two-step theorem does not cover them. To recognise a two-cycle, print both $\|D_{k+1}-D_k\|_F$ and $\|D_{k+2}-D_k\|_F$: the second becomes small while the first does not. A small distance between densities two steps apart is therefore not evidence of self-consistency.
